# For l > 0, Tikhonov regularisation amplifies data errors by at most 1/(2√l), whatever the real matrix

A least-squares fit with a nearly singular matrix can turn a small error in the data into a large error in the solution. Take $A = \mathrm{diag}(1, 10^{-6})$ and solve $Ax = b$. An error of $10^{-3}$ in the second datum shifts the second component of $x$ by $10^{3}$. If the small entry is exactly zero, the data don't determine that component at all.

Tikhonov regularisation replaces the fit by the equation

$$(A^{\mathsf T}A + l)\,x = A^{\mathsf T} b, \qquad l > 0 .$$

Write $x(b)$ for its solution with data $b$. For any two data vectors $b$ and $b'$,

$$\|x(b) - x(b')\| \le \frac{\|b - b'\|}{2\sqrt l} .$$

The right-hand side doesn't contain $A$. With $l = 10^{-4}$ in the example, an error of $10^{-3}$ moves the solution by at most $0.05$. This is a guarantee and not an estimate of the actual shift, which for the error in the second datum is only about $10^{-5}$.

The constant $l$ is chosen by the person doing the fit. It sets how strongly a long solution vector is penalised relative to a poor fit, and it carries the units of $A^2$.

## Vectors, norm and the regularised equation

The data are indexed by a finite set `m` and the unknowns by a finite set `n`, so $A$ is a real matrix with rows in `m` and columns in `n`. It may be tall, wide or rank-deficient.

```lean
import Mathlib

open Matrix

namespace TikhonovRegularisation

noncomputable section

variable {m n : Type*} [Fintype m] [Fintype n] [DecidableEq n]
```

The norm is Euclidean, $\|v\| = \sqrt{v\cdot v}$. It gets its own definition because Mathlib's default norm on functions `k → ℝ` is the largest absolute entry, which is a different quantity.

```lean
/-- The Euclidean norm of a real vector. -/
def l2norm {k : Type*} [Fintype k] (v : k → ℝ) : ℝ := √(v ⬝ᵥ v)
```

The matrix on the left of the equation is $A^{\mathsf T}A + l\,\mathbf 1$.

```lean
/-- The regularised Gram matrix `AᵀA + l`. -/
def regGram (A : Matrix m n ℝ) (l : ℝ) : Matrix n n ℝ :=
  Aᵀ * A + l • (1 : Matrix n n ℝ)
```

The Tikhonov solution is $x(b) = (A^{\mathsf T}A + l)^{-1}A^{\mathsf T}b$. This formula deserves its name only once the matrix is known to be invertible, which is shown below for $l > 0$.

```lean
/-- The Tikhonov solution `(AᵀA + l)⁻¹ Aᵀ b` for data `b`, meant for `l > 0`. -/
def tikhonov (A : Matrix m n ℝ) (l : ℝ) (b : m → ℝ) : n → ℝ :=
  (regGram A l)⁻¹ *ᵥ (Aᵀ *ᵥ b)
```

The same vector will turn out to minimise the penalised misfit

$$J(y) = \|Ay - b\|^2 + l\,\|y\|^2 ,$$

which is written with dot products in the code.

```lean
/-- The penalised misfit `‖A y - b‖² + l ‖y‖²` of a trial vector `y`. -/
def misfit (A : Matrix m n ℝ) (l : ℝ) (b : m → ℝ) (y : n → ℝ) : ℝ :=
  (A *ᵥ y - b) ⬝ᵥ (A *ᵥ y - b) + l * (y ⬝ᵥ y)
```

The estimates use that a sum of squares is nonnegative, $v\cdot v = \sum_i v_i^2 \ge 0$. Uniqueness will also use that $v\cdot v = 0$ holds only for $v = 0$, which Mathlib provides.

```lean
/-- The squared length of a real vector is nonnegative. -/
theorem dot_self_nonneg {k : Type*} [Fintype k] (v : k → ℝ) : 0 ≤ v ⬝ᵥ v := by
  unfold dotProduct
  exact Finset.sum_nonneg fun i _ => mul_self_nonneg (v i)
```

## An energy balance from the normal equation

Let $x$ be any solution of the normal equation and $z$ any vector of the same size. Taking the dot product of the equation with $z$ gives

$$z\cdot A^{\mathsf T}Ax + l\,z\cdot x = z\cdot A^{\mathsf T}b .$$

Since $z\cdot A^{\mathsf T}w = (Az)\cdot w$ for every $w$, this becomes

$$Az\cdot Ax + l\,z\cdot x = Az\cdot b .$$

The Lean proof does the same. It applies $z\,\cdot$ to both sides of the hypothesis `h`, distributes the products, and then moves the transpose onto $z$. The sign of $l$ plays no part yet.

```lean
/-- The normal equation tested against an arbitrary vector `z`. -/
theorem weak_form {A : Matrix m n ℝ} {l : ℝ} {b : m → ℝ} {x : n → ℝ}
    (h : regGram A l *ᵥ x = Aᵀ *ᵥ b) (z : n → ℝ) :
    (A *ᵥ z) ⬝ᵥ (A *ᵥ x) + l * (z ⬝ᵥ x) = (A *ᵥ z) ⬝ᵥ b := by
  have key := congrArg (fun v => z ⬝ᵥ v) h
  simp only [regGram, Matrix.add_mulVec, Matrix.smul_mulVec, Matrix.one_mulVec,
    ← Matrix.mulVec_mulVec, dotProduct_add, dotProduct_smul, smul_eq_mul] at key
  -- move the transpose onto the test vector
  rw [Matrix.dotProduct_mulVec z Aᵀ (A *ᵥ x), Matrix.dotProduct_mulVec z Aᵀ b,
    Matrix.vecMul_transpose] at key
  exact key
```

Now choose $z = x$, which gives

$$\|Ax\|^2 + l\,\|x\|^2 = Ax\cdot b .$$

To remove $Ax$, expand a square that is certainly nonnegative:

$$0 \le \|2Ax - b\|^2 = 4\|Ax\|^2 - 4\,Ax\cdot b + \|b\|^2 .$$

By the balance above, the first two terms on the right add up to $-4l\|x\|^2$. Hence

$$4l\,\|x\|^2 \le \|b\|^2 .$$

The matrix has disappeared from the estimate, and this is where the independence of conditioning comes from. In the code `energy` is the balance, `h0` is the expanded square, and `linarith` combines the two.

```lean
/-- Every solution `x` of the normal equation obeys `4 l ‖x‖² ≤ ‖b‖²`. -/
theorem four_mul_sq_le {A : Matrix m n ℝ} {l : ℝ} {b : m → ℝ} {x : n → ℝ}
    (h : regGram A l *ᵥ x = Aᵀ *ᵥ b) : 4 * l * (x ⬝ᵥ x) ≤ b ⬝ᵥ b := by
  have energy := weak_form h x
  -- expand the square of `2 A x - b`
  have h0 := dot_self_nonneg ((2 : ℝ) • (A *ᵥ x) - b)
  simp only [sub_dotProduct, dotProduct_sub, smul_dotProduct, dotProduct_smul,
    smul_eq_mul] at h0
  rw [dotProduct_comm b (A *ᵥ x)] at h0
  linarith
```

## One solution for every matrix

Suppose $(A^{\mathsf T}A + l)v = 0$. Then $v$ solves the normal equation with data $b = 0$, so the estimate gives $4l\|v\|^2 \le 0$. For $l > 0$ this forces $v = 0$. A square matrix with trivial kernel has nonzero determinant.

The Lean proof runs by contradiction: a vanishing determinant would supply a nonzero $v$ in the kernel, and the estimate rules it out.

```lean
/-- For `l > 0` the regularised Gram matrix is nonsingular, whatever the matrix `A`. -/
theorem regGram_det_ne_zero (A : Matrix m n ℝ) {l : ℝ} (hl : 0 < l) :
    (regGram A l).det ≠ 0 := by
  intro hdet
  obtain ⟨v, hv, h0⟩ := Matrix.exists_mulVec_eq_zero_iff.mpr hdet
  have hle := four_mul_sq_le (A := A) (l := l) (b := 0) (x := v)
    (by rw [h0, Matrix.mulVec_zero])
  rw [zero_dotProduct] at hle
  have hpos : 0 < v ⬝ᵥ v := lt_of_le_of_ne (dot_self_nonneg v)
    fun h => hv (dotProduct_self_eq_zero.mp h.symm)
  have := mul_pos hl hpos
  linarith
```

With the inverse available, the normal equation can be solved in the usual way. Multiplying $(A^{\mathsf T}A + l)x = A^{\mathsf T}b$ by the inverse gives $x = x(b)$, and inserting $x(b)$ into the equation shows that it is a solution. The theorem states both directions as an equivalence, so existence and uniqueness hold together for every $A$ and every $b$.

```lean
/-- For `l > 0` the normal equation `(AᵀA + l) x = Aᵀ b` has the Tikhonov solution as its
one and only solution. -/
theorem normal_equation_iff (A : Matrix m n ℝ) {l : ℝ} (hl : 0 < l) (b : m → ℝ)
    (x : n → ℝ) : regGram A l *ᵥ x = Aᵀ *ᵥ b ↔ x = tikhonov A l b := by
  have hu : IsUnit (regGram A l).det := isUnit_iff_ne_zero.mpr (regGram_det_ne_zero A hl)
  constructor
  · intro h
    rw [tikhonov, ← h, Matrix.mulVec_mulVec, Matrix.nonsing_inv_mul _ hu,
      Matrix.one_mulVec]
  · intro h
    rw [h, tikhonov, Matrix.mulVec_mulVec, Matrix.mul_nonsing_inv _ hu, Matrix.one_mulVec]
```

## The noise bound

The solution depends linearly on the data:

$$x(b) - x(b') = (A^{\mathsf T}A + l)^{-1}A^{\mathsf T}(b - b') = x(b - b') .$$

The estimate $4l\|x\|^2 \le \|b\|^2$, applied to the data $b - b'$, therefore reads

$$\bigl(2\sqrt l\,\|x(b) - x(b')\|\bigr)^2 \le \|b - b'\|^2 .$$

Taking the root and dividing by $2\sqrt l > 0$ gives the bound.

In `noise_amplification` the matrix `A` and the data vectors `b` and `b'` are arbitrary, and the single hypothesis is `hl : 0 < l`. The proof establishes linearity as `hlin`, multiplies the denominator across, and reduces the comparison of norms to the comparison of squares in `hb`.

```lean
/-- Noise amplification bound: changing the data from `b'` to `b` moves the Tikhonov solution
by at most `‖b - b'‖ / (2 √l)`, for every real matrix `A`. -/
theorem noise_amplification (A : Matrix m n ℝ) {l : ℝ} (hl : 0 < l) (b b' : m → ℝ) :
    l2norm (tikhonov A l b - tikhonov A l b') ≤ l2norm (b - b') / (2 * √l) := by
  -- the solution is linear in the data
  have hlin : tikhonov A l b - tikhonov A l b' = tikhonov A l (b - b') := by
    simp only [tikhonov, Matrix.mulVec_sub]
  have hb := four_mul_sq_le ((normal_equation_iff A hl (b - b') _).mpr rfl)
  have hs : 0 < √l := Real.sqrt_pos.mpr hl
  rw [hlin, le_div_iff₀ (by positivity)]
  unfold l2norm
  apply Real.le_sqrt_of_sq_le
  rw [mul_pow, mul_pow, Real.sq_sqrt (dot_self_nonneg _), Real.sq_sqrt hl.le]
  linarith
```

The same `A` and the same `l` appear in both solutions. The bound thus covers errors in the data only. It doesn't cover errors in the matrix, rounding in the solver, or a procedure that picks a new $l$ for each data set. It also concerns stability and not accuracy: the penalty pulls the solution towards zero, and the theorem doesn't say how far $x(b)$ lies from the parameters that one hopes to recover.

## The same vector minimises the penalised misfit

Let $x$ solve the normal equation, let $y$ be any trial vector, and set $d = y - x$. Then $Ay - b = (Ax - b) + Ad$, and expanding both squares in $J$ gives

$$J(y) = J(x) + 2\bigl(Ad\cdot Ax + l\,d\cdot x - Ad\cdot b\bigr) + \|Ad\|^2 + l\,\|d\|^2 .$$

The bracket vanishes by the tested normal equation with $z = d$. What remains is an exact quadratic,

$$J(y) = J(x) + \|Ad\|^2 + l\,\|d\|^2 .$$

In the last line of the proof, `linear_combination 2 * key` removes the bracket, with the same factor of 2.

```lean
/-- Around a solution `x` of the normal equation the penalised misfit is exactly quadratic: its
value at `y` minus its value at `x` is `‖A (y - x)‖² + l ‖y - x‖²`. -/
theorem misfit_eq {A : Matrix m n ℝ} {l : ℝ} {b : m → ℝ} {x : n → ℝ}
    (h : regGram A l *ᵥ x = Aᵀ *ᵥ b) (y : n → ℝ) :
    misfit A l b y = misfit A l b x
      + ((A *ᵥ (y - x)) ⬝ᵥ (A *ᵥ (y - x)) + l * ((y - x) ⬝ᵥ (y - x))) := by
  have key := weak_form h (y - x)
  simp only [Matrix.mulVec_sub, sub_dotProduct] at key
  simp only [misfit, Matrix.mulVec_sub, sub_dotProduct, dotProduct_sub]
  rw [dotProduct_comm b (A *ᵥ y), dotProduct_comm b (A *ᵥ x),
    dotProduct_comm (A *ᵥ x) (A *ᵥ y), dotProduct_comm x y]
  linear_combination 2 * key
```

If $y \ne x(b)$, then $d \ne 0$ and $l\|d\|^2 > 0$, while $\|Ad\|^2 \ge 0$. Every other trial vector thus has a strictly larger misfit. Solving the linear equation and minimising $J$ are the same task, so the noise bound applies to the result of either.

```lean
/-- For `l > 0` every vector other than the Tikhonov solution has a strictly larger
penalised misfit. -/
theorem tikhonov_unique_minimiser (A : Matrix m n ℝ) {l : ℝ} (hl : 0 < l) (b : m → ℝ)
    {y : n → ℝ} (hy : y ≠ tikhonov A l b) :
    misfit A l b (tikhonov A l b) < misfit A l b y := by
  have hq := misfit_eq ((normal_equation_iff A hl b _).mpr rfl) y
  have hpos : 0 < (y - tikhonov A l b) ⬝ᵥ (y - tikhonov A l b) :=
    lt_of_le_of_ne (dot_self_nonneg _)
      fun h => hy (sub_eq_zero.mp (dotProduct_self_eq_zero.mp h.symm))
  have h1 := mul_pos hl hpos
  have h2 := dot_self_nonneg (A *ᵥ (y - tikhonov A l b))
  linarith
```

## One unknown, and a matrix that reaches the bound

With one datum and one unknown, $A$ is a number $a$ and

$$x(b) = \frac{a}{a^2 + l}\,b .$$

Since $a^2 + l \ge 2|a|\sqrt l$, the amplification factor $|a|/(a^2 + l)$ never exceeds $1/(2\sqrt l)$, and it reaches this value at $|a| = \sqrt l$. For much smaller $|a|$ the penalty suppresses the response, and for much larger $|a|$ the data fix the solution well. If $a \neq 0$ is held fixed and $l \to 0$, the true factor tends to $1/|a|$ while the bound grows without limit, so for a well-conditioned problem with weak regularisation the bound is pessimistic.

The worst case suggests a matrix of any size that attains the bound. Put $A = \sqrt l\,\mathbf 1$, with as many data as unknowns. Then $A^{\mathsf T}A + l = 2l\,\mathbf 1$ and $A^{\mathsf T}b = \sqrt l\,b$, so

$$x(b) = \frac{\sqrt l}{2l}\,b = \frac{b}{2\sqrt l} .$$

The Lean proof doesn't compute an inverse matrix. It checks component by component that $b/(2\sqrt l)$ satisfies the normal equation, and uniqueness does the rest.

```lean
/-- For the matrix `√l · 1` the Tikhonov solution is the data divided by `2 √l`. -/
theorem tikhonov_sqrt_smul_one {l : ℝ} (hl : 0 < l) (b : n → ℝ) :
    tikhonov (√l • (1 : Matrix n n ℝ)) l b = (2 * √l)⁻¹ • b := by
  have hs : √l * √l = l := Real.mul_self_sqrt hl.le
  have hp : 0 < √l := Real.sqrt_pos.mpr hl
  have hc : (2 * √l)⁻¹ * (2 * √l) = 1 := inv_mul_cancel₀ (by positivity)
  symm
  apply (normal_equation_iff _ hl b _).mp
  generalize (2 * √l)⁻¹ = c at hc ⊢
  ext i
  simp only [regGram, Matrix.add_mulVec, ← Matrix.mulVec_mulVec, Matrix.transpose_smul,
    Matrix.transpose_one, Matrix.smul_mulVec, Matrix.one_mulVec, Pi.add_apply,
    Pi.smul_apply, smul_eq_mul]
  linear_combination (b i * √l) * hc - (c * b i) * hs
```

Subtracting two such solutions and taking the norm gives

$$\|x(b) - x(b')\| = \frac{\|b - b'\|}{2\sqrt l}$$

for all pairs of data. As soon as there is one component, one can choose $b \ne b'$, and then no smaller constant would serve for every matrix. The proof inserts the explicit solution and takes the positive factor $1/(2\sqrt l)$ out of the square root.

```lean
/-- The noise amplification bound is sharp: for the matrix `√l · 1` it is an equality for
all pairs of data. -/
theorem noise_amplification_sharp {l : ℝ} (hl : 0 < l) (b b' : n → ℝ) :
    l2norm (tikhonov (√l • (1 : Matrix n n ℝ)) l b
      - tikhonov (√l • (1 : Matrix n n ℝ)) l b') = l2norm (b - b') / (2 * √l) := by
  rw [tikhonov_sqrt_smul_one hl, tikhonov_sqrt_smul_one hl, ← smul_sub]
  unfold l2norm
  rw [smul_dotProduct, dotProduct_smul, smul_eq_mul, smul_eq_mul, ← mul_assoc,
    Real.sqrt_mul (mul_self_nonneg _), Real.sqrt_mul_self (by positivity), div_eq_inv_mul]

end

end TikhonovRegularisation
```

```lean
#print axioms TikhonovRegularisation.noise_amplification
#print axioms TikhonovRegularisation.tikhonov_unique_minimiser
#print axioms TikhonovRegularisation.noise_amplification_sharp
```

```
'TikhonovRegularisation.noise_amplification' depends on axioms: [propext, Classical.choice, Quot.sound]
'TikhonovRegularisation.tikhonov_unique_minimiser' depends on axioms: [propext, Classical.choice, Quot.sound]
'TikhonovRegularisation.noise_amplification_sharp' depends on axioms: [propext, Classical.choice, Quot.sound]
```

## The regularised solve in a fitting code

In simulation practice this equation appears, for example, when the coefficients of an interatomic potential are fitted to reference energies and forces, provided that the model is linear in its coefficients and the penalty is $l\|x\|^2$. A row of $A$ then holds the descriptors of a configuration if it belongs to an energy, and their negative derivatives with respect to an atomic coordinate if it belongs to a force component. The vector $b$ holds the reference values. Since energies and forces have different units, each row and its reference value are multiplied by a weight that brings them to a common scale. If the weighted values carry an error of total Euclidean length $\varepsilon$, the fitted coefficients move by at most $\varepsilon/(2\sqrt l)$, even when some descriptors are nearly redundant.

A program need not form the inverse that appears in the definition of `tikhonov`. It can factorise $A^{\mathsf T}A + l$ by Cholesky decomposition, or it can solve the ordinary least-squares problem

$$\begin{pmatrix} A \\ \sqrt l\,\mathbf 1 \end{pmatrix} x \approx \begin{pmatrix} b \\ 0 \end{pmatrix}$$

by a QR factorisation. The squared residual of this stacked system is exactly $J(x)$, so in exact arithmetic both routes give the same vector. The stacked form avoids building $A^{\mathsf T}A$, which helps to limit rounding errors when $A$ is badly conditioned.

The bound also gives a simple test for such a program. Perturb $b$ by a known vector, solve again with the same $A$ and $l$, and compare the change in $x$ with the length of the perturbation divided by $2\sqrt l$. A ratio above one by more than rounding error points to a fault, for example a scaling of the data term that makes the effective $l$ smaller than intended. A ratio below one doesn't prove the program right: an effective $l$ that is too large always passes, and one that is too small can pass as well.
